# At fixed vibrational energies and a fixed well bottom, larger rotational constants move both RKR turning points of a level inward equally

I have the vibrational energies and rotational constants of a diatomic molecule and build its potential curve by the RKR method, which gives an inner and an outer turning point for each level. After a refit the vibrational energies are unchanged, but all the rotational constants have come out slightly larger. Both turning points of every level have moved inward, and at each level by the same distance. I expected the soft outer wall to give way more than the steep inner one. Is the equality exact, or only a small-error approximation? And could the RKR equations have a second solution that I am missing?

## The width integral contains no rotational constants

The equality is exact for errors of any size, provided that the refit leaves unchanged the lower limit $v_0$ of the integrals below. There is no second solution with positive radii. For a level $v$ with turning points $0<r_1<r_2$, the RKR equations are

$$r_2-r_1=2f,\qquad \frac1{r_1}-\frac1{r_2}=2g,$$

where $f$ and $g$ are the Klein integrals

$$f=c\int_{v_0}^{v}\frac{du}{\sqrt{G(v)-G(u)}},\qquad g=\frac1c\int_{v_0}^{v}\frac{B(u)\,du}{\sqrt{G(v)-G(u)}}.$$

Here $G(u)$ is the vibrational energy and $B(u)$ the rotational constant, both in energy units and as functions of a continuous quantum number $u$ that starts at $v_0$, the bottom of the well. The constant $c=\hbar/\sqrt{2\mu}$ carries the reduced mass $\mu$. The rotational constants enter $g$ only, so with $G$, $v_0$ and $\mu$ fixed they cannot change the width $2f$, however soft the outer wall is. Check how your program sets $v_0$: some calculations take $-\tfrac12$, others add a small correction that contains the rotational constants. With such a correction the refit can change $v_0$ and so the width, and the two shifts need not be exactly equal.

**One solution.** Since $r_1<r_2$ and $1/r_1>1/r_2$, both $f$ and $g$ are positive. Over a common denominator the second equation reads $2f/(r_1r_2)=2g$, so $r_1r_2=f/g$. Then

$$\left(\frac{r_1+r_2}{2}\right)^2=\left(\frac{r_2-r_1}{2}\right)^2+r_1r_2=f^2+\frac fg .$$

The mean radius is positive, so it equals $M=\sqrt{f^2+f/g}$, and $r_1=M-f$, $r_2=M+f$. Conversely, for $f,g>0$ we have $M>f$, so both radii are positive. Their difference is $2f$ and their product is $M^2-f^2=f/g$, hence $1/r_1-1/r_2=2f/(f/g)=2g$.

**The shift.** Let $g$ grow to $g'$ at fixed $f$, with new turning points $s_1<s_2$. The product falls from $f/g$ to $f/g'$. If $s_1\ge r_1$, equal widths would give $s_2\ge r_2$ and a product at least as large, which is a contradiction. So $s_1<r_1$, and the equal widths give $r_1-s_1=r_2-s_2$. For small errors,

$$\frac{\partial r_1}{\partial g}=\frac{\partial r_2}{\partial g}=\frac{1}{2M}\left(-\frac{f}{g^2}\right)=-\frac{f}{2g^2M}.$$

**Your refit.** Let $B$ be the old rotational constants and $B'$ the refitted ones (the prime is not a derivative), with $g$ and $g'$ the corresponding Klein integrals. If $B'(u)>B(u)>0$ for $v_0<u<v$, then

$$g'-g=\frac1c\int_{v_0}^{v}\frac{B'(u)-B(u)}{\sqrt{G(v)-G(u)}}\,du>0,$$

and both points move inward together. The displacement depends on $f$, $g$ and $g'$, which change with $v$, so the curve as a whole need not move rigidly.

It is not enough that $B'$ exceeds $B$ on part of the range. Take, in suitable units, $G(u)=u$, $v_0=0$, $v=1$, $B=1$ and $B'(u)=u+\tfrac13$. Since $\int_0^1 du/\sqrt{1-u}=2$ and $\int_0^1 u\,du/\sqrt{1-u}=\tfrac43$, both choices give the same $g$, and neither turning point moves. The numbers only illustrate the integral and are not a realistic fit: the rotational constants of a diatomic molecule usually fall as $u$ rises.

### What the Lean statements say

`IsTurningPair f g r₁ r₂` collects the ordering $0<r_1<r_2$ and the two RKR equations. The closed formulas are the separate definitions `inner` and `outer`, with `midRadius` for $M$. `isTurningPair_iff` says that, for $f,g>0$, a pair solves the equations exactly when it is given by these formulas. `IsTurningPair.shift` is the finite shift, and `hasDerivAt_turningPoints` gives the common derivative.

`kleinF` and `kleinG` are the two integrals, with `c` any positive real number. `rotational_error_shift` assumes $v_0<v$, $G(u)<G(v)$ and $0<B(u)<B'(u)$ on the open interval, and convergence of the three integrals, whose integrands have a vanishing denominator at $u=v$. It yields turning pairs for $B$ and $B'$ with the equal inward shift; by `isTurningPair_iff` they are the only ones.

For potential curves built from spectra, this tells you how a one-signed rotational error enters a first-order semiclassical RKR curve at each level. The Klein integrals are taken as definitions and not derived from a potential, and nothing is said about whether the points of all levels join into a single-valued curve.

```lean
import Mathlib

open MeasureTheory Set

namespace RKRTurningPoints

noncomputable section

/-- The RKR equations for the inner and outer turning points `0 < r₁ < r₂` of a level:
`r₂ - r₁ = 2 f` and `1 / r₁ - 1 / r₂ = 2 g`. -/
structure IsTurningPair (f g r₁ r₂ : ℝ) : Prop where
  pos : 0 < r₁
  lt : r₁ < r₂
  width : r₂ - r₁ = 2 * f
  rot : 1 / r₁ - 1 / r₂ = 2 * g

/-- The radius `√(f² + f/g)`, for `f, g > 0`. -/
def midRadius (f g : ℝ) : ℝ := Real.sqrt (f ^ 2 + f / g)

/-- The closed formula `√(f² + f/g) - f` for the inner turning point, for `f, g > 0`. -/
def inner (f g : ℝ) : ℝ := midRadius f g - f

/-- The closed formula `√(f² + f/g) + f` for the outer turning point, for `f, g > 0`. -/
def outer (f g : ℝ) : ℝ := midRadius f g + f

/-- The first Klein integral `f = c ∫ du / √(G(v) - G(u))` from `v₀` to `v`, where `c` stands for
`ħ/√(2μ)` and `G(u) < G(v)` for `v₀ < u < v`. -/
def kleinF (c : ℝ) (G : ℝ → ℝ) (v₀ v : ℝ) : ℝ :=
  c * ∫ u in v₀..v, 1 / Real.sqrt (G v - G u)

/-- The second Klein integral `g = c⁻¹ ∫ B(u) du / √(G(v) - G(u))` from `v₀` to `v`, with rotational
constants `B`, `c > 0`, and `G(u) < G(v)` for `v₀ < u < v`. -/
def kleinG (c : ℝ) (G B : ℝ → ℝ) (v₀ v : ℝ) : ℝ :=
  c⁻¹ * ∫ u in v₀..v, B u / Real.sqrt (G v - G u)

/-- If the RKR equations have a solution `0 < r₁ < r₂`, then `f` and `g` are both positive. -/
theorem IsTurningPair.data_pos {f g r₁ r₂ : ℝ} (h : IsTurningPair f g r₁ r₂) :
    0 < f ∧ 0 < g := by
  have h1 := one_div_lt_one_div_of_lt h.pos h.lt
  have h2 := h.lt
  have h3 := h.width
  have h4 := h.rot
  constructor <;> linarith

/-- The product of the two turning points is `f / g`. -/
theorem IsTurningPair.product {f g r₁ r₂ : ℝ} (h : IsTurningPair f g r₁ r₂) :
    r₁ * r₂ = f / g := by
  have h1 : r₁ ≠ 0 := h.pos.ne'
  have h2 : r₂ ≠ 0 := (h.pos.trans h.lt).ne'
  -- clear the denominators in the rotational equation
  have key : r₂ - r₁ = (1 / r₁ - 1 / r₂) * (r₁ * r₂) := by field_simp
  rw [h.rot] at key
  rw [eq_div_iff h.data_pos.2.ne']
  linear_combination (h.width - key) / 2

/-- For `f, g > 0` the closed formulas `√(f² + f/g) ∓ f` solve the RKR equations. -/
theorem isTurningPair_formula {f g : ℝ} (hf : 0 < f) (hg : 0 < g) :
    IsTurningPair f g (inner f g) (outer f g) := by
  have hq : 0 < f / g := div_pos hf hg
  have hM : f < midRadius f g := Real.lt_sqrt_of_sq_lt (by linarith)
  have hsq : midRadius f g ^ 2 = f ^ 2 + f / g := Real.sq_sqrt (by positivity)
  have ha : 0 < inner f g := sub_pos.2 hM
  have hw : outer f g - inner f g = 2 * f := by unfold outer inner; ring
  have hb : 0 < outer f g := by linarith
  have hp : inner f g * outer f g = f / g := by
    unfold outer inner
    linear_combination hsq
  refine ⟨ha, by linarith, hw, ?_⟩
  have hd : 1 / inner f g - 1 / outer f g
      = (outer f g - inner f g) / (inner f g * outer f g) := by
    have ha' := ha.ne'
    have hb' := hb.ne'
    field_simp
  rw [hd, hw, hp]
  field_simp

/-- For `f, g > 0` the RKR equations have exactly one solution `0 < r₁ < r₂`, namely
`r₁ = √(f² + f/g) - f` and `r₂ = √(f² + f/g) + f`. -/
theorem isTurningPair_iff {f g r₁ r₂ : ℝ} (hf : 0 < f) (hg : 0 < g) :
    IsTurningPair f g r₁ r₂ ↔ r₁ = inner f g ∧ r₂ = outer f g := by
  constructor
  · intro h
    have hw := h.width
    have h1 := h.pos
    have h2 := h.lt
    have hf' : f = (r₂ - r₁) / 2 := by linarith
    -- half the sum of the turning points is the square root in the formula
    have hs : f ^ 2 + f / g = ((r₁ + r₂) / 2) ^ 2 := by
      rw [← h.product, hf']
      ring
    have hM : midRadius f g = (r₁ + r₂) / 2 := by
      unfold midRadius
      rw [hs, Real.sqrt_sq (by linarith)]
    unfold inner outer
    rw [hM]
    constructor <;> linarith
  · rintro ⟨rfl, rfl⟩
    exact isTurningPair_formula hf hg

/-- If `g` increases to `g'` at fixed `f`, both turning points strictly decrease, and they do so
by equal amounts. -/
theorem IsTurningPair.shift {f g g' r₁ r₂ s₁ s₂ : ℝ} (h : IsTurningPair f g r₁ r₂)
    (h' : IsTurningPair f g' s₁ s₂) (hgg : g < g') :
    s₁ < r₁ ∧ s₂ < r₂ ∧ r₁ - s₁ = r₂ - s₂ := by
  have hw := h.width
  have hw' := h'.width
  have hlt : s₁ < r₁ := by
    by_contra hn
    have hn' : r₁ ≤ s₁ := not_lt.1 hn
    -- with equal widths, a larger inner point would mean a larger product
    have hP : r₁ * r₂ ≤ s₁ * s₂ :=
      mul_le_mul hn' (by linarith) (h.pos.trans h.lt).le h'.pos.le
    rw [h.product, h'.product] at hP
    have hq : f / g' < f / g := div_lt_div_of_pos_left h.data_pos.1 h.data_pos.2 hgg
    linarith
  exact ⟨hlt, by linarith, by linarith⟩

/-- For `f, g > 0` the inner and outer turning points have the same derivative with respect to `g`
at fixed `f`, namely `-f / (2 g² √(f² + f/g))`. -/
theorem hasDerivAt_turningPoints {f g : ℝ} (hf : 0 < f) (hg : 0 < g) :
    HasDerivAt (fun x => inner f x) (-(f / (2 * g ^ 2 * midRadius f g))) g ∧
      HasDerivAt (fun x => outer f x) (-(f / (2 * g ^ 2 * midRadius f g))) g := by
  have h1 : HasDerivAt (fun x : ℝ => f ^ 2 + f / x) (f * -(g ^ 2)⁻¹) g := by
    simp only [div_eq_mul_inv]
    exact ((hasDerivAt_inv hg.ne').const_mul f).const_add (f ^ 2)
  have hne : f ^ 2 + f / g ≠ 0 := by positivity
  have hM : HasDerivAt (fun x => midRadius f x) (-(f / (2 * g ^ 2 * midRadius f g))) g := by
    refine (h1.sqrt hne).congr_deriv ?_
    unfold midRadius
    ring
  exact ⟨hM.sub_const f, hM.add_const f⟩

/-- Let `c > 0` and `v₀ < v`, let `G(u) < G(v)` for `v₀ < u < v`, let the Klein integrals for `B`
and `B'` converge, and let the rotational constants `B > 0` be replaced by larger ones `B'` on this
range. Then the RKR turning points of the level `v` both move inward, by equal amounts. -/
theorem rotational_error_shift {c v₀ v : ℝ} {G B B' : ℝ → ℝ} (hc : 0 < c) (hv : v₀ < v)
    (hG : ∀ u ∈ Ioo v₀ v, G u < G v)
    (hB : ∀ u ∈ Ioo v₀ v, 0 < B u) (hBB : ∀ u ∈ Ioo v₀ v, B u < B' u)
    (iF : IntervalIntegrable (fun u => 1 / Real.sqrt (G v - G u)) volume v₀ v)
    (iB : IntervalIntegrable (fun u => B u / Real.sqrt (G v - G u)) volume v₀ v)
    (iB' : IntervalIntegrable (fun u => B' u / Real.sqrt (G v - G u)) volume v₀ v) :
    ∃ r₁ r₂ s₁ s₂ : ℝ,
      IsTurningPair (kleinF c G v₀ v) (kleinG c G B v₀ v) r₁ r₂ ∧
      IsTurningPair (kleinF c G v₀ v) (kleinG c G B' v₀ v) s₁ s₂ ∧
      s₁ < r₁ ∧ s₂ < r₂ ∧ r₁ - s₁ = r₂ - s₂ := by
  have hs : ∀ u ∈ Ioo v₀ v, 0 < Real.sqrt (G v - G u) :=
    fun u hu => Real.sqrt_pos.2 (sub_pos.2 (hG u hu))
  have hF : 0 < kleinF c G v₀ v :=
    mul_pos hc (intervalIntegral.intervalIntegral_pos_of_pos_on iF
      (fun u hu => div_pos one_pos (hs u hu)) hv)
  have hg : 0 < kleinG c G B v₀ v :=
    mul_pos (inv_pos.2 hc) (intervalIntegral.intervalIntegral_pos_of_pos_on iB
      (fun u hu => div_pos (hB u hu) (hs u hu)) hv)
  -- larger rotational constants give a larger second Klein integral
  have hi : IntervalIntegrable (fun u => B' u / Real.sqrt (G v - G u)
      - B u / Real.sqrt (G v - G u)) volume v₀ v := iB'.sub iB
  have hd : 0 < ∫ u in v₀..v, (B' u / Real.sqrt (G v - G u)
      - B u / Real.sqrt (G v - G u)) :=
    intervalIntegral.intervalIntegral_pos_of_pos_on hi
      (fun u hu => sub_pos.2 (div_lt_div_of_pos_right (hBB u hu) (hs u hu))) hv
  rw [intervalIntegral.integral_sub iB' iB] at hd
  have hgg : kleinG c G B v₀ v < kleinG c G B' v₀ v :=
    mul_lt_mul_of_pos_left (sub_pos.1 hd) (inv_pos.2 hc)
  have h := isTurningPair_formula hF hg
  have h' := isTurningPair_formula hF (hg.trans hgg)
  exact ⟨_, _, _, _, h, h', h.shift h' hgg⟩

end

end RKRTurningPoints
```

```lean
#print axioms RKRTurningPoints.isTurningPair_iff
#print axioms RKRTurningPoints.hasDerivAt_turningPoints
#print axioms RKRTurningPoints.rotational_error_shift
```

```
'RKRTurningPoints.isTurningPair_iff' depends on axioms: [propext, Classical.choice, Quot.sound]
'RKRTurningPoints.hasDerivAt_turningPoints' depends on axioms: [propext, Classical.choice, Quot.sound]
'RKRTurningPoints.rotational_error_shift' depends on axioms: [propext, Classical.choice, Quot.sound]
```

### From the algebra to the integrals

`IsTurningPair.data_pos` gets the sign of $f$ from the order of the turning points and the sign of $g$ from the reversed order of their reciprocals. `IsTurningPair.product` clears the denominators with `field_simp` and combines the two equations into $r_1r_2=f/g$.

`isTurningPair_formula` checks the closed formulas: `hM` is $M>f$, `hp` is the product, and `hd` puts the reciprocals over a common denominator. In `isTurningPair_iff`, the step `hs` is the identity for the squared mean radius, and `Real.sqrt_sq` takes its positive root.

`IsTurningPair.shift` runs the argument by contradiction, with `hP` comparing the products. `hasDerivAt_turningPoints` differentiates $f^2+f/g$, then the square root; subtracting or adding the constant $f$ leaves the derivative unchanged.

In `rotational_error_shift`, an integrand positive on the open interval has a positive integral. This is used for $f$, for $g$, and for the difference of the two rotational integrands, which gives $g<g'$ as `hgg`. The closed formulas then supply both pairs, and `shift` compares them.
